# A radial momentum distribution with finite second moment has an isotropic second-moment tensor

For a real weight f(|k|) on d-dimensional momentum space, `second_moment_isotropic` states that the integral of f(|k|) kᵢkⱼ is zero when i ≠ j, and 1/d times the integral of f(|k|)|k|² when i = j. The only hypothesis is that f(|k|)|k|² is integrable; f need not be normalised, nor lie between 0 and 1 as an occupation would, and no Hamiltonian enters. For i ≠ j the proof reflects one axis, which reverses the sign of the integral. For i = j it swaps axes to show that all d diagonal integrals agree, then adds them up, having first bounded each integrand by the one with |k|² to show that it is integrable.

An attempt in Lean 4 with a fault in it:

```lean
import Mathlib

open MeasureTheory Metric

namespace SecondMomentIsotropic

noncomputable section

/-- Momentum space of a `d`-dimensional electron gas. -/
abbrev KSpace (d : ℕ) := EuclideanSpace ℝ (Fin d)

/-- An integral over momentum space with a radial weight is unchanged when the rest of
the integrand is rotated or reflected. -/
theorem integral_radial_comp {d : ℕ} (f : ℝ → ℝ) (L : KSpace d ≃ₗᵢ[ℝ] KSpace d)
    (G : KSpace d → ℝ) :
    ∫ k, f ‖k‖ * G (L k) = ∫ k, f ‖k‖ * G k := by
  have h := L.measurePreserving.integral_comp L.toHomeomorph.measurableEmbedding
    (fun k => f ‖k‖ * G k)
  simpa only [L.norm_map] using h

/-- For a radial occupation with integrable `f (|k|) |k|²`, the integral of `k_i k_j`
vanishes for `i ≠ j` and is `1/d` of the integral of `|k|²` for `i = j`. -/
theorem second_moment_isotropic {d : ℕ} {f : ℝ → ℝ}
    (hf : Integrable (fun k : KSpace d => f ‖k‖ * ‖k‖ ^ 2)) (i j : Fin d) :
    ∫ k : KSpace d, f ‖k‖ * (k i * k j) =
      if i = j then 1 / (d : ℝ) * ∫ k : KSpace d, f ‖k‖ * ‖k‖ ^ 2 else 0 := by
  split_ifs with hij
  · subst hij
    have hns : ∀ k : KSpace d, ‖k‖ ^ 2 = ∑ l, k l * k l := fun k => by
      rw [EuclideanSpace.norm_sq_eq]
      exact Finset.sum_congr rfl fun l _ => by rw [Real.norm_eq_abs, sq_abs, sq]
    -- each diagonal integrand is dominated by the integrand with `|k|²`
    have hint : ∀ l : Fin d, Integrable (fun k : KSpace d => f ‖k‖ * (k l * k l)) := by
      intro l
      have c1 : Continuous (fun k : KSpace d => k l * k l) := by fun_prop
      have c2 : Continuous (fun k : KSpace d => ‖k‖ ^ 2) := by fun_prop
      have hm : AEStronglyMeasurable (fun k : KSpace d => f ‖k‖ * (k l * k l)) volume := by
        refine (hf.1.mul (c1.measurable.div c2.measurable).aestronglyMeasurable).congr
          (ae_of_all _ fun k => ?_)
        by_cases hk : k = 0
        · simp [hk]
        · have hk' : ‖k‖ ≠ 0 := norm_ne_zero_iff.mpr hk
          simp only [Pi.mul_apply, Pi.div_apply]
          field_simp
      refine hf.mono hm (ae_of_all _ fun k => ?_)
      rw [norm_mul, norm_mul]
      refine mul_le_mul_of_nonneg_left ?_ (norm_nonneg _)
      rw [Real.norm_of_nonneg (mul_self_nonneg _), Real.norm_of_nonneg (sq_nonneg _), hns]
      exact Finset.single_le_sum (f := fun l => k l * k l)
        (fun l _ => mul_self_nonneg _) (Finset.mem_univ l)
    -- exchanging two axes shows that all diagonal integrals agree
    have hswap : ∀ l : Fin d, ∫ k : KSpace d, f ‖k‖ * (k l * k l) =
        ∫ k : KSpace d, f ‖k‖ * (k i * k i) := by
      intro l
      let L : KSpace d ≃ₗᵢ[ℝ] KSpace d :=
        LinearIsometryEquiv.piLpCongrLeft 2 ℝ ℝ (Equiv.swap i l)
      have hL : ∀ k : KSpace d, (L k) i = k l := fun k => by
        simp [L, LinearIsometryEquiv.piLpCongrLeft_apply, Equiv.piCongrLeft']
      have h := integral_radial_comp f L (fun k => k i * k i)
      simpa only [hL] using h
    have hsum : ∫ k : KSpace d, f ‖k‖ * ‖k‖ ^ 2 =
        d * ∫ k : KSpace d, f ‖k‖ * (k i * k i) := by
      simp_rw [hns, Finset.mul_sum]
      rw [integral_finset_sum _ fun l _ => hint l, Finset.sum_congr rfl fun l _ => hswap l]
      simp
    have hd : (d : ℝ) ≠ 0 := Nat.cast_ne_zero.mpr (Fin.pos i).ne'
    rw [hsum]
    field_simp
  · -- reflecting the axis `i` reverses the sign of the integrand
    let L : KSpace d ≃ₗᵢ[ℝ] KSpace d := LinearIsometryEquiv.piLpCongrRight 2
      (fun l => if l = i then LinearIsometryEquiv.neg ℝ else LinearIsometryEquiv.refl ℝ ℝ)
    have hi : ∀ k : KSpace d, (L k) i = -k i := fun k => by
      simp [L, LinearIsometryEquiv.piLpCongrRight_apply]
    have hj : ∀ k : KSpace d, (L k) j = k j := fun k => by
      simp [L, LinearIsometryEquiv.piLpCongrRight_apply, Ne.symm hij]
    have h := integral_radial_comp f L (fun k => k i * k j)
    simp only [hi, hj, neg_mul, mul_neg, integral_neg] at h
    linarith

end

end SecondMomentIsotropic
```

Lean reports:

```
Main.lean:47:43: error: typeclass instance problem is stuck
  SeminormedAddGroup ?m.487

Note: Lean will not try to resolve this typeclass instance problem because the type argument to `SeminormedAddGroup` is a metavariable. This argument must be fully determined before Lean will try to resolve the typeclass.

Hint: Adding type annotations and supplying implicit arguments to functions can give Lean more information for typeclass resolution. For example, if you have a variable `x` that you intend to be a `Nat`, but Lean reports it as having an unresolved type like `?m`, replacing `x` with `(x : Nat)` can get typeclass resolution un-stuck.
Main.lean:64:10: warning: `MeasureTheory.integral_finset_sum` has been deprecated: Use `MeasureTheory.integral_finsetSum` instead
```

Cause. The error arises in that bound. The goal compares `‖f ‖k‖ * (k l * k l)‖` with `‖f ‖k‖ * ‖k‖ ^ 2‖`, and `rw [norm_mul, norm_mul]` was meant to split each norm once. The first rewrite splits the left side, which leaves the factor `‖k l * k l‖`. This is again the norm of a product, and the second rewrite takes it before reaching the right side.

The right side is therefore still a single norm, while `mul_le_mul_of_nonneg_left` needs a product on both sides with a common left factor. The goal does not fit, so nothing tells Lean what the `_` in `norm_nonneg _` is, and it reports a stuck `SeminormedAddGroup` instance on an unknown type.

The repair gives `norm_mul` its arguments, so that each rewrite hits its intended norm and the common factor `‖f ‖k‖‖` appears on both sides. Writing `norm_nonneg (f ‖k‖)` also states the argument whose type was unknown, though this alone would not have mended the shape of the goal.

Replacing `integral_finset_sum` with `integral_finsetSum` only clears the deprecation warning.

Fix (accepted with no message):

```diff
@@ -44,6 +44,6 @@
           field_simp
       refine hf.mono hm (ae_of_all _ fun k => ?_)
-      rw [norm_mul, norm_mul]
-      refine mul_le_mul_of_nonneg_left ?_ (norm_nonneg _)
+      rw [norm_mul (f ‖k‖) (k l * k l), norm_mul (f ‖k‖) (‖k‖ ^ 2)]
+      refine mul_le_mul_of_nonneg_left ?_ (norm_nonneg (f ‖k‖))
       rw [Real.norm_of_nonneg (mul_self_nonneg _), Real.norm_of_nonneg (sq_nonneg _), hns]
       exact Finset.single_le_sum (f := fun l => k l * k l)
@@ -62,5 +62,5 @@
         d * ∫ k : KSpace d, f ‖k‖ * (k i * k i) := by
       simp_rw [hns, Finset.mul_sum]
-      rw [integral_finset_sum _ fun l _ => hint l, Finset.sum_congr rfl fun l _ => hswap l]
+      rw [integral_finsetSum _ fun l _ => hint l, Finset.sum_congr rfl fun l _ => hswap l]
       simp
     have hd : (d : ℝ) ≠ 0 := Nat.cast_ne_zero.mpr (Fin.pos i).ne'
```
